# Ideal photon subtraction raises the mean number of a pure single-mode state exactly when the number variance exceeds the mean

Let $[a,a^\dagger]=1$ and $N=a^\dagger a$, and let $\psi$ be a unit vector with $\langle N\rangle>0$. I take photon subtraction to mean $\psi\mapsto a\psi/\|a\psi\|$. The new mean number is supposed to be $\langle N\rangle-1+\mathrm{Var}(N)/\langle N\rangle$, so removing a photon can leave more photons on average. Can this be made rigorous, with unbounded operators treated honestly, and checked by machine?

## The new mean from the commutator

Yes. Take the inner product linear in its second slot, let $a$ and $a^\dagger$ be mutually adjoint on a common invariant domain, and write $m=\langle\psi,N\psi\rangle$ and $\mathrm{Var}(N)=\|(N-m)\psi\|^2$.

Adjointness gives $m=\|a\psi\|^2$, so $m>0$ ensures $a\psi\neq0$. Since $\|\psi\|=1$, expanding the square gives

$$\mathrm{Var}(N)=\|N\psi\|^2-2m^2+m^2=\|N\psi\|^2-m^2.$$

The commutator applied to $a\psi$ reads $Na\psi=aN\psi-a\psi$. Hence

$$\langle a\psi,Na\psi\rangle=\langle a\psi,aN\psi\rangle-\|a\psi\|^2=\|N\psi\|^2-m,$$

where the last step moves $a$ across the inner product to form $a^\dagger a\psi=N\psi$. Dividing by $\|a\psi\|^2=m$ gives the new mean:

$$\frac{\mathrm{Var}(N)+m^2-m}{m}=m-1+\frac{\mathrm{Var}(N)}{m}.$$

This exceeds $m$ exactly when $\mathrm{Var}(N)>m$. It equals $m-1$ exactly when $\mathrm{Var}(N)=0$, that is, when $N\psi=m\psi$.

For photon addition, $aa^\dagger\psi=\psi+N\psi$. Therefore $\|a^\dagger\psi\|^2=m+1$, and the unnormalised number expectation is

$$\|aa^\dagger\psi\|^2=1+2m+\|N\psi\|^2=(m+1)^2+\mathrm{Var}(N).$$

Division gives $m+1+\mathrm{Var}(N)/(m+1)$, which is always a rise of at least one.

## What the Lean theorems say

The space `E` is any complex inner product space, not necessarily complete. It plays the role of the invariant domain, so `a` and `ad` (for $a^\dagger$) are linear maps defined on all of it. `IsLadderPair a ad` assumes the commutator and adjointness, the defining relations of one bosonic mode. `number a ad` is $N$, `mean` is the real part of the expectation value, `variance` is the squared norm above, and `normalized` divides a vector by its norm.

`photon_subtraction` states that the subtracted vector has norm one and the mean just derived. `subtraction_raises_mean_iff` and `subtraction_removes_one_iff` are the two equivalences. `photon_addition` needs only a unit vector.

In quantum optics, the criterion says that ideal subtraction raises the mean of a pure single-mode state precisely when its photon statistics are super-Poissonian. Mixed states, detector loss and the success probability of a real subtraction experiment are not modelled.

```lean
import Mathlib

open scoped InnerProductSpace

namespace PhotonSubtraction

noncomputable section

variable {E : Type*} [NormedAddCommGroup E] [InnerProductSpace ℂ E]

/-- Annihilation and creation operators on a common invariant domain: they are mutually
adjoint and satisfy the canonical commutation relation. -/
structure IsLadderPair (a ad : E →ₗ[ℂ] E) : Prop where
  comm : ∀ x, a (ad x) - ad (a x) = x
  adj : ∀ x y, ⟪a x, y⟫_ℂ = ⟪x, ad y⟫_ℂ

/-- The number operator, annihilation followed by creation. -/
def number (a ad : E →ₗ[ℂ] E) : E →ₗ[ℂ] E := ad ∘ₗ a

/-- The real part of the expectation value of `A` in the vector `ψ`. -/
def mean (A : E →ₗ[ℂ] E) (ψ : E) : ℝ := (⟪ψ, A ψ⟫_ℂ).re

/-- The variance of `A` in `ψ`: the squared norm of the difference between `A ψ` and the mean times
`ψ`. -/
def variance (A : E →ₗ[ℂ] E) (ψ : E) : ℝ := ‖A ψ - (mean A ψ : ℂ) • ψ‖ ^ 2

/-- The vector `v` divided by its norm. -/
def normalized (v : E) : E := ((‖v‖⁻¹ : ℝ) : ℂ) • v

/-- A nonzero vector divided by its norm is a unit vector. -/
theorem norm_normalized {v : E} (hv : v ≠ 0) : ‖normalized v‖ = 1 := by
  rw [normalized, norm_smul, Complex.norm_real, norm_inv, norm_norm,
    inv_mul_cancel₀ (norm_ne_zero_iff.2 hv)]

/-- Normalising a vector divides the real part of the expectation value of `A` by the squared norm
of the vector. -/
theorem mean_normalized (A : E →ₗ[ℂ] E) (v : E) :
    mean A (normalized v) = mean A v / ‖v‖ ^ 2 := by
  unfold mean normalized
  rw [map_smul, inner_smul_left, inner_smul_right, Complex.conj_ofReal,
    Complex.re_ofReal_mul, Complex.re_ofReal_mul]
  ring

/-- For a unit vector the variance is the squared norm of `A ψ` minus the squared mean. -/
theorem variance_eq (A : E →ₗ[ℂ] E) {ψ : E} (hψ : ‖ψ‖ = 1) :
    variance A ψ = ‖A ψ‖ ^ 2 - mean A ψ ^ 2 := by
  have h0 : (⟪A ψ, ψ⟫_ℂ).re = mean A ψ := inner_re_symm (𝕜 := ℂ) _ _
  have h1 : RCLike.re ⟪A ψ, (mean A ψ : ℂ) • ψ⟫_ℂ = mean A ψ * mean A ψ := by
    rw [inner_smul_right]
    change ((mean A ψ : ℂ) * ⟪A ψ, ψ⟫_ℂ).re = _
    rw [Complex.re_ofReal_mul, h0]
  have h2 : ‖(mean A ψ : ℂ) • ψ‖ ^ 2 = mean A ψ ^ 2 := by
    rw [norm_smul, hψ, mul_one, Complex.norm_real, Real.norm_eq_abs, sq_abs]
  unfold variance
  rw [norm_sub_sq (𝕜 := ℂ), h1, h2]
  ring

variable {a ad : E →ₗ[ℂ] E}

/-- The number expectation in `ψ` is the squared norm of the unnormalised vector `a ψ`. -/
theorem mean_number (h : IsLadderPair a ad) (ψ : E) :
    mean (number a ad) ψ = ‖a ψ‖ ^ 2 := by
  change (⟪ψ, ad (a ψ)⟫_ℂ).re = _
  rw [← h.adj]
  exact inner_self_eq_norm_sq (𝕜 := ℂ) (a ψ)

/-- Before normalisation, the number expectation in `a ψ` is the squared norm of `N ψ`
minus the mean number in `ψ`. -/
theorem mean_number_lowered (h : IsLadderPair a ad) (ψ : E) :
    mean (number a ad) (a ψ) = ‖number a ad ψ‖ ^ 2 - mean (number a ad) ψ := by
  -- the commutator in the form N a = a N - a
  have h1 : ad (a (a ψ)) = a (ad (a ψ)) - a ψ :=
    eq_sub_of_add_eq (by rw [add_comm]; exact (sub_eq_iff_eq_add.mp (h.comm (a ψ))).symm)
  have h2 : (⟪a ψ, a (ad (a ψ))⟫_ℂ).re = ‖ad (a ψ)‖ ^ 2 := by
    calc (⟪a ψ, a (ad (a ψ))⟫_ℂ).re
        = (⟪a (ad (a ψ)), a ψ⟫_ℂ).re := inner_re_symm (𝕜 := ℂ) _ _
      _ = (⟪ad (a ψ), ad (a ψ)⟫_ℂ).re := by rw [h.adj]
      _ = ‖ad (a ψ)‖ ^ 2 := inner_self_eq_norm_sq (𝕜 := ℂ) _
  have h3 : (⟪a ψ, a ψ⟫_ℂ).re = ‖a ψ‖ ^ 2 := inner_self_eq_norm_sq (𝕜 := ℂ) _
  rw [mean_number h ψ]
  change (⟪a ψ, ad (a (a ψ))⟫_ℂ).re = ‖ad (a ψ)‖ ^ 2 - ‖a ψ‖ ^ 2
  rw [h1, inner_sub_right, Complex.sub_re, h2, h3]

/-- Subtracting a photon from a unit vector with positive mean number gives, after
normalisation, a unit vector with mean number `⟨N⟩ - 1 + Var(N)/⟨N⟩`. -/
theorem photon_subtraction (h : IsLadderPair a ad) {ψ : E} (hψ : ‖ψ‖ = 1)
    (hN : 0 < mean (number a ad) ψ) :
    ‖normalized (a ψ)‖ = 1 ∧ mean (number a ad) (normalized (a ψ)) =
      mean (number a ad) ψ - 1 + variance (number a ad) ψ / mean (number a ad) ψ := by
  have hne : a ψ ≠ 0 := by
    intro h0
    rw [mean_number h, h0] at hN
    simp at hN
  refine ⟨norm_normalized hne, ?_⟩
  rw [mean_normalized, mean_number_lowered h, ← mean_number h ψ, variance_eq _ hψ]
  have hm := hN.ne'
  field_simp
  ring

/-- For a unit vector with positive mean number, photon subtraction raises the mean number exactly
when the number variance exceeds the mean number. -/
theorem subtraction_raises_mean_iff (h : IsLadderPair a ad) {ψ : E} (hψ : ‖ψ‖ = 1)
    (hN : 0 < mean (number a ad) ψ) :
    mean (number a ad) ψ < mean (number a ad) (normalized (a ψ)) ↔
      mean (number a ad) ψ < variance (number a ad) ψ := by
  rw [(photon_subtraction h hψ hN).2]
  have e : 1 < variance (number a ad) ψ / mean (number a ad) ψ ↔
      mean (number a ad) ψ < variance (number a ad) ψ := one_lt_div hN
  constructor
  · intro h'
    exact e.1 (by linarith)
  · intro h'
    have h2 := e.2 h'
    linarith

/-- For a unit vector with positive mean number, photon subtraction lowers the mean number by
exactly one if and only if the vector is an eigenvector of the number operator. -/
theorem subtraction_removes_one_iff (h : IsLadderPair a ad) {ψ : E} (hψ : ‖ψ‖ = 1)
    (hN : 0 < mean (number a ad) ψ) :
    mean (number a ad) (normalized (a ψ)) = mean (number a ad) ψ - 1 ↔
      number a ad ψ = (mean (number a ad) ψ : ℂ) • ψ := by
  rw [(photon_subtraction h hψ hN).2]
  constructor
  · intro e
    have h0 : variance (number a ad) ψ / mean (number a ad) ψ = 0 := by linarith
    have hv : variance (number a ad) ψ = 0 :=
      (div_eq_zero_iff.1 h0).resolve_right hN.ne'
    unfold variance at hv
    exact sub_eq_zero.1 (norm_eq_zero.1 ((pow_eq_zero_iff two_ne_zero).1 hv))
  · intro e
    have hv : variance (number a ad) ψ = 0 := by
      rw [variance, sub_eq_zero.2 e, norm_zero]
      norm_num
    rw [hv, zero_div, add_zero]

/-- Adding a photon to any unit vector gives, after normalisation, a unit vector with mean
number `⟨N⟩ + 1 + Var(N)/(⟨N⟩ + 1)`. -/
theorem photon_addition (h : IsLadderPair a ad) {ψ : E} (hψ : ‖ψ‖ = 1) :
    ‖normalized (ad ψ)‖ = 1 ∧ mean (number a ad) (normalized (ad ψ)) =
      mean (number a ad) ψ + 1
        + variance (number a ad) ψ / (mean (number a ad) ψ + 1) := by
  have h1 : a (ad ψ) = ψ + number a ad ψ := sub_eq_iff_eq_add.mp (h.comm ψ)
  have hs : (⟪ψ, ψ⟫_ℂ).re = ‖ψ‖ ^ 2 := inner_self_eq_norm_sq (𝕜 := ℂ) _
  have hm : (⟪number a ad ψ, ψ⟫_ℂ).re = mean (number a ad) ψ :=
    inner_re_symm (𝕜 := ℂ) _ _
  have n1 : ‖ad ψ‖ ^ 2 = mean (number a ad) ψ + 1 := by
    have e : (⟪ad ψ, ad ψ⟫_ℂ).re = ‖ad ψ‖ ^ 2 := inner_self_eq_norm_sq (𝕜 := ℂ) _
    rw [← e, ← h.adj, h1, inner_add_left, Complex.add_re, hs, hm, hψ]
    ring
  have n2 : ‖a (ad ψ)‖ ^ 2 =
      1 + 2 * mean (number a ad) ψ + ‖number a ad ψ‖ ^ 2 := by
    have e : RCLike.re ⟪ψ, number a ad ψ⟫_ℂ = mean (number a ad) ψ := rfl
    rw [h1, norm_add_sq (𝕜 := ℂ), e, hψ, one_pow]
  have hp : 0 < mean (number a ad) ψ + 1 := by
    rw [mean_number h]
    positivity
  have hne : ad ψ ≠ 0 := by
    intro h0
    rw [h0, norm_zero] at n1
    linarith
  refine ⟨norm_normalized hne, ?_⟩
  rw [mean_normalized, mean_number h (ad ψ), n1, n2, variance_eq _ hψ]
  have hq := hp.ne'
  field_simp
  ring

/-- The standard Hilbert basis of the square-summable sequences. -/
def seqBasis : HilbertBasis ℕ ℂ (lp (fun _ : ℕ => ℂ) 2) := default

/-- Finite linear combinations of the standard basis sequences. -/
abbrev FockSpace : Type := Submodule.span ℂ (Set.range (fun n => seqBasis n))

/-- The number states, as a basis of their finite linear combinations. -/
def fock : Module.Basis ℕ ℂ FockSpace :=
  Module.Basis.span seqBasis.orthonormal.linearIndependent

/-- The annihilation operator: `|n⟩` goes to `√n |n-1⟩`, and `|0⟩` to zero. -/
def lower : FockSpace →ₗ[ℂ] FockSpace :=
  fock.constr ℂ fun n => ((Real.sqrt (n : ℝ) : ℝ) : ℂ) • fock (n - 1)

/-- The creation operator: `|n⟩` goes to `√(n+1) |n+1⟩`. -/
def raise : FockSpace →ₗ[ℂ] FockSpace :=
  fock.constr ℂ fun n => ((Real.sqrt ((n + 1 : ℕ) : ℝ) : ℝ) : ℂ) • fock (n + 1)

/-- The operators `lower` and `raise` form a ladder pair, and the state `|1⟩` is a unit
vector with positive mean number. -/
theorem ladder_witness : IsLadderPair lower raise ∧ ‖fock 1‖ = 1 ∧
    0 < mean (number lower raise) (fock 1) := by
  have hl : ∀ n, lower (fock n) = ((Real.sqrt (n : ℝ) : ℝ) : ℂ) • fock (n - 1) :=
    fun n => fock.constr_basis ℂ _ n
  have hr : ∀ n, raise (fock n) =
      ((Real.sqrt ((n + 1 : ℕ) : ℝ) : ℝ) : ℂ) • fock (n + 1) :=
    fun n => fock.constr_basis ℂ _ n
  have hi : ∀ m n, ⟪fock m, fock n⟫_ℂ = if m = n then (1 : ℂ) else 0 := by
    intro m n
    have hc : ∀ k, (fock k : lp (fun _ : ℕ => ℂ) 2) = seqBasis k :=
      fun k => congrArg Subtype.val
        (Module.Basis.span_apply seqBasis.orthonormal.linearIndependent k)
    rw [Submodule.coe_inner, hc, hc]
    exact orthonormal_iff_ite.1 seqBasis.orthonormal m n
  have hn : ∀ n, ‖fock n‖ = 1 := by
    intro n
    have e : ‖fock n‖ ^ 2 = 1 := by
      rw [← inner_self_eq_norm_sq (𝕜 := ℂ), hi]
      simp
    exact (pow_eq_one_iff_of_nonneg (norm_nonneg _) two_ne_zero).1 e
  have hs : ∀ n : ℕ, ((Real.sqrt (n : ℝ) : ℝ) : ℂ) * ((Real.sqrt (n : ℝ) : ℝ) : ℂ)
      = (n : ℂ) := by
    intro n
    rw [← Complex.ofReal_mul, Real.mul_self_sqrt (Nat.cast_nonneg n),
      Complex.ofReal_natCast]
  have isl : ∀ (c : ℂ) (u v : FockSpace), ⟪c • u, v⟫_ℂ = starRingEnd ℂ c * ⟪u, v⟫_ℂ :=
    fun c u v => by
      simp only [Submodule.coe_inner, Submodule.coe_smul, inner_smul_left]
  have isr : ∀ (c : ℂ) (u v : FockSpace), ⟪u, c • v⟫_ℂ = c * ⟪u, v⟫_ℂ :=
    fun c u v => by
      simp only [Submodule.coe_inner, Submodule.coe_smul, inner_smul_right]
  have hpair : IsLadderPair lower raise := by
    constructor
    · -- the commutator is checked on number states
      have e : lower ∘ₗ raise - raise ∘ₗ lower = LinearMap.id := by
        refine fock.ext fun n => ?_
        simp only [LinearMap.sub_apply, LinearMap.comp_apply, LinearMap.id_apply,
          hl, hr, map_smul, smul_smul]
        cases n with
        | zero => simp
        | succ k =>
          have e1 : ((k + 1 + 1 : ℕ) : ℂ) - ((k + 1 : ℕ) : ℂ) = 1 := by
            push_cast
            ring
          simp only [Nat.add_sub_cancel]
          rw [hs, hs, ← sub_smul, e1, one_smul]
      exact fun x => LinearMap.congr_fun e x
    · -- adjointness extends from number states by linearity in each slot
      intro x y
      have hx := fock.mem_span x
      induction hx using Submodule.span_induction with
      | zero => simp
      | add u v _ _ hu hv => rw [map_add, inner_add_left, inner_add_left, hu, hv]
      | smul c u _ hu =>
        rw [map_smul]
        exact (isl c (lower u) y).trans
          ((congrArg (fun z => starRingEnd ℂ c * z) hu).trans (isl c u (raise y)).symm)
      | mem u hu =>
        obtain ⟨m, rfl⟩ := hu
        have hy := fock.mem_span y
        induction hy using Submodule.span_induction with
        | zero => simp
        | add u v _ _ hu hv => rw [map_add, inner_add_right, inner_add_right, hu, hv]
        | smul c u _ hu =>
          rw [map_smul]
          exact (isr c (lower (fock m)) u).trans
            ((congrArg (fun z => c * z) hu).trans (isr c (fock m) (raise u)).symm)
        | mem v hv =>
          obtain ⟨n, rfl⟩ := hv
          simp only [hl, hr, isl, isr, hi, Complex.conj_ofReal]
          cases m with
          | zero => simp
          | succ k =>
            by_cases hk : k = n
            · subst hk
              simp
            · simp [hk]
  refine ⟨hpair, hn 1, ?_⟩
  rw [mean_number hpair, hl, norm_smul, hn]
  simp

end

end PhotonSubtraction
```

```lean
#print axioms PhotonSubtraction.subtraction_raises_mean_iff
#print axioms PhotonSubtraction.subtraction_removes_one_iff
#print axioms PhotonSubtraction.photon_addition
```

```
'PhotonSubtraction.subtraction_raises_mean_iff' depends on axioms: [propext, Classical.choice, Quot.sound]
'PhotonSubtraction.subtraction_removes_one_iff' depends on axioms: [propext, Classical.choice, Quot.sound]
'PhotonSubtraction.photon_addition' depends on axioms: [propext, Classical.choice, Quot.sound]
```

## How the proofs follow the algebra

`mean_number` and `variance_eq` are the first two identities of the derivation. `mean_number_lowered` rearranges the commutator in `h1`, evaluates the inner product by adjointness in `h2`, and subtracts. `mean_normalized` supplies the division by the squared norm. In `photon_subtraction`, these are substituted by `rw`, and `field_simp` and `ring` finish the fraction. The criterion then reduces to `one_lt_div`, and the equality case to a vanishing norm. In `photon_addition`, `n1` and `n2` are the two norms computed above.

`ladder_witness` shows that the assumptions are satisfiable. On finite linear combinations of number states, it checks the commutator on each basis vector and extends adjointness by linearity in each slot; $|1\rangle$ then has norm one and positive mean. A coherent state other than the vacuum has infinitely many number components, so applying the theorems to it requires an invariant domain other than this `FockSpace`.

## The same step in a truncated number basis

In a numerical calculation, one applies the matrix of $a$ to the coefficient vector, divides by the norm and evaluates $N$. With number probabilities $p_n$, the result should equal $\sum_n n(n-1)p_n/\sum_n n\,p_n$, which is the subtraction formula written out.

A cutoff spoils $[a,a^\dagger]=1$ at the highest retained level, but the usual truncated matrices still obey $Na=aN-a$, so the subtraction check remains exact for the truncated vector once it is normalised. The addition check also needs that highest level to be empty, because the truncated $a^\dagger$ sends it to zero.
